# With a positive semidefinite interaction, the triplet built from two orthonormal real orbitals lies no higher than the open-shell singlet

## Two electrons on two points

The smallest grid that carries two orthonormal orbitals has two points, 0 and 1. Take \(a=(1,1)/\sqrt2\) and \(b=(1,-1)/\sqrt2\), with one electron in each. The symmetric combination \((a(x)b(y)+b(x)a(y))/\sqrt2\) vanishes when the electrons are on different points. The antisymmetric combination vanishes when they are on the same point.

Let electrons on the same point repel with strength \(U>0\), and let there be no other interaction. The symmetric function then has interaction energy \(U\), the antisymmetric one has \(0\), and the one-electron energy is the same in both. The exchange sign alone decides how often the electrons meet.

## The model and its energies

On a finite grid, let \(a,b\) be real orbitals with \(\langle a,a\rangle=\langle b,b\rangle=1\) and \(\langle a,b\rangle=0\), where \(\langle f,g\rangle=\sum_x f(x)g(x)\). For an exchange sign \(s\), put

\[
\Psi_s(x,y)=\frac{a(x)b(y)+s\,b(x)a(y)}{\sqrt2}.
\]

The singlet has \(s=1\) and the triplet \(s=-1\): total antisymmetry pairs a symmetric spatial function with the singlet spin function, and an antisymmetric one with the triplet spin functions. The Hamiltonian \(H\) is the sum of three terms: a real matrix \(h\) acting on the first coordinate, the same matrix acting on the second, and multiplication by \(v(x,y)=v(y,x)\). With \(h_{pq}=\langle p,hq\rangle\) and

\[
J=\sum_{x,y}a(x)^2v(x,y)b(y)^2,\qquad
K=\sum_{x,y}a(x)b(x)\,v(x,y)\,a(y)b(y),
\]

both functions are normalised, and their energies are

\[
E_{\mathrm S}=h_{aa}+h_{bb}+J+K,\qquad E_{\mathrm T}=h_{aa}+h_{bb}+J-K.
\]

If \(v\) is positive semidefinite, then \(E_{\mathrm T}\le E_{\mathrm S}\). Physically, this condition says that no charge distribution on the grid, whatever its signs, has negative self-interaction energy.

Hund's rule concerns the ordering of actual atomic terms. The comparison here is between expectation values for two fixed orbitals, without orbital relaxation or mixing with other configurations. The singlets with both electrons in \(a\) or both in \(b\) are not part of it, and they can lie below the triplet when \(h_{aa}\) and \(h_{bb}\) are far apart.

## How Lean states it

The grid is a finite type `ι`, and a two-electron function has type `ι → ι → ℝ`. Sums carry no quadrature weights, so any weights must be absorbed into the orbitals, as factors of their square roots, and into `h` accordingly; the values of `v` stay unchanged. Spin does not appear: `singlet` and `triplet` are spatial functions only.

In `hund_splitting`, the hypotheses `ha`, `hb` and `hab` express orthonormality, and `hv` is the symmetry of \(v\). The matrix `h` is arbitrary; its symmetry is not needed. The four conclusions are the two norms and the two energies. `triplet_le_singlet` adds `hpos`, positive semidefiniteness. `triplet_lt_singlet` gives strict inequality when \(v\) is positive definite and \(a(x)b(x)\ne0\) at some point.

## Derivation

Write \(ha\) and \(hb\) for the matrix \(h\) applied to \(a\) and to \(b\); the Lean hypotheses named `ha` and `hb` are something else. Acting on \(\Psi_t\), the Hamiltonian gives

\[
\begin{aligned}
\sqrt2\,(H\Psi_t)(x,y)={}&(ha)(x)b(y)+a(x)(hb)(y)+v(x,y)a(x)b(y)\\
&+t\,[(hb)(x)a(y)+b(x)(ha)(y)+v(x,y)b(x)a(y)].
\end{aligned}
\]

The overlaps factor into one-electron sums:

\[
\langle\Psi_s,\Psi_t\rangle=\tfrac12\left[\langle a,a\rangle\langle b,b\rangle+(s+t)\langle a,b\rangle^2+st\,\langle b,b\rangle\langle a,a\rangle\right]=\frac{1+st}{2}.
\]

For \(\langle\Psi_s,H\Psi_t\rangle\), multiply out and sum, leaving the common factor \(\tfrac12\) aside:

- The term without a sign is \(h_{aa}\langle b,b\rangle+\langle a,a\rangle h_{bb}+J=h_{aa}+h_{bb}+J\).
- The term with \(st\) has \(a\) and \(b\) swapped. Renaming \(x,y\) and using the symmetry of \(v\) returns the same \(J\), so it equals the first term.
- The terms with \(s\) and with \(t\) each give \(h_{ab}\langle a,b\rangle+\langle a,b\rangle h_{ba}+K=K\).

Therefore

\[
\langle\Psi_s,H\Psi_t\rangle=\tfrac12\left[(1+st)(h_{aa}+h_{bb}+J)+(s+t)K\right].
\]

Setting \(s=t=\pm1\) gives the energies, and opposite signs give zero coupling. With the overlap density \(\rho(x)=a(x)b(x)\),

\[
E_{\mathrm S}-E_{\mathrm T}=2K=2\sum_{x,y}\rho(x)v(x,y)\rho(y)\ge0.
\]

If \(v\) is positive definite and \(\rho\ne0\), the inequality is strict.

## A repulsive kernel that reverses the order

Nonnegative entries of \(v\) are not enough. On two points, let \(v\) be 1 between different points and 0 on the same point, with \(a=(3/5,4/5)\) and \(b=(4/5,-3/5)\). Then \(\rho=(12/25,-12/25)\) and \(K=-288/625\), so the singlet lies strictly below the triplet for every \(h\). This kernel is repulsive but not positive semidefinite.

## Exchange in a grid calculation

In a grid code, \(K\) takes one elementwise product and one quadratic form: `rho = a * b`, then `K = rho @ v @ rho`. The diagonal of \(v\) needs care. Setting \(v(x,x)=0\) to avoid the Coulomb singularity gives a matrix of zero trace, which cannot be positive semidefinite unless it vanishes, and the guarantee on the ordering is lost.

For two electrons in these fixed orbitals, the determinant with opposite spins in \(a\) and \(b\) has the energy expectation value \(h_{aa}+h_{bb}+J\), midway between the singlet and triplet energies. The singlet energy is then twice that value minus the triplet energy.

## The Lean file

```lean
import Mathlib

open Matrix

namespace HundSplitting

noncomputable section

variable {ι : Type*} [Fintype ι]

/-- The inner product of two real two-electron spatial functions on the grid. -/
def overlap (Φ Ψ : ι → ι → ℝ) : ℝ := ∑ x, ∑ y, Φ x y * Ψ x y

/-- The two-electron Hamiltonian: `h` acts on each electron, and the interaction multiplies
by `v x y`. -/
def hamiltonian (h v : Matrix ι ι ℝ) (Ψ : ι → ι → ℝ) (x y : ι) : ℝ :=
  (∑ x', h x x' * Ψ x' y) + (∑ y', h y y' * Ψ x y') + v x y * Ψ x y

/-- The inner product of `Ψ` with the Hamiltonian applied to `Ψ`; for normalised `Ψ` this is the
expectation value of the energy. -/
def energy (h v : Matrix ι ι ℝ) (Ψ : ι → ι → ℝ) : ℝ := overlap Ψ (hamiltonian h v Ψ)

/-- The spatial function `(a(x)b(y) + s b(x)a(y))/√2` with exchange sign `s`. -/
def pairState (s : ℝ) (a b : ι → ℝ) (x y : ι) : ℝ :=
  (a x * b y + s * (b x * a y)) / √2

/-- The spatial part of the open-shell singlet, symmetric under exchange. -/
def singlet (a b : ι → ℝ) : ι → ι → ℝ := pairState 1 a b

/-- The spatial part of the open-shell triplet, antisymmetric under exchange. -/
def triplet (a b : ι → ℝ) : ι → ι → ℝ := pairState (-1) a b

/-- The Coulomb integral `J` of the densities `a²` and `b²`. -/
def coulomb (v : Matrix ι ι ℝ) (a b : ι → ℝ) : ℝ :=
  ∑ x, ∑ y, a x ^ 2 * v x y * b y ^ 2

/-- The exchange integral `K`, the self-interaction of the overlap density `ab`. -/
def exchange (v : Matrix ι ι ℝ) (a b : ι → ℝ) : ℝ :=
  ∑ x, ∑ y, (a x * b x) * v x y * (a y * b y)

/-- The action of the Hamiltonian on a pair function, written with the orbitals `ha` and `hb`. -/
theorem hamiltonian_pairState (h v : Matrix ι ι ℝ) (t : ℝ) (a b : ι → ℝ) (x y : ι) :
    hamiltonian h v (pairState t a b) x y =
      ((h *ᵥ a) x * b y + a x * (h *ᵥ b) y + v x y * (a x * b y)
        + t * ((h *ᵥ b) x * a y + b x * (h *ᵥ a) y + v x y * (b x * a y))) / √2 := by
  -- the one-electron operator on the first and on the second coordinate
  have h1 : ∑ x', h x x' * pairState t a b x' y
      = ((h *ᵥ a) x * b y + t * ((h *ᵥ b) x * a y)) / √2 := by
    simp only [pairState, Matrix.mulVec, dotProduct, Finset.sum_mul, Finset.mul_sum,
      ← Finset.sum_add_distrib, Finset.sum_div]
    refine Finset.sum_congr rfl fun i _ => ?_
    ring
  have h2 : ∑ y', h y y' * pairState t a b x y'
      = (a x * (h *ᵥ b) y + t * (b x * (h *ᵥ a) y)) / √2 := by
    simp only [pairState, Matrix.mulVec, dotProduct, Finset.mul_sum,
      ← Finset.sum_add_distrib, Finset.sum_div]
    refine Finset.sum_congr rfl fun i _ => ?_
    ring
  rw [hamiltonian, h1, h2, pairState]
  ring

/-- For orthonormal orbitals, the overlap of the pair functions with exchange signs `s` and `t`
is `(1 + st)/2`. -/
theorem overlap_pairState {a b : ι → ℝ} (ha : a ⬝ᵥ a = 1) (hb : b ⬝ᵥ b = 1)
    (hab : a ⬝ᵥ b = 0) (s t : ℝ) :
    overlap (pairState s a b) (pairState t a b) = (1 + s * t) / 2 := by
  have key : overlap (pairState s a b) (pairState t a b) =
      ((a ⬝ᵥ a) * (b ⬝ᵥ b) + (s + t) * ((a ⬝ᵥ b) * (a ⬝ᵥ b))
        + s * t * ((b ⬝ᵥ b) * (a ⬝ᵥ a))) / 2 := by
    simp only [overlap, dotProduct, Finset.sum_mul_sum]
    simp only [Finset.mul_sum, ← Finset.sum_add_distrib, Finset.sum_div]
    refine Finset.sum_congr rfl fun x _ => Finset.sum_congr rfl fun y _ => ?_
    rw [pairState, pairState, div_mul_div_comm, Real.mul_self_sqrt (by norm_num)]
    ring
  rw [key, ha, hb, hab]
  ring

/-- For a symmetric interaction, the Coulomb integral is unchanged when the orbitals are
swapped. -/
theorem coulomb_comm {v : Matrix ι ι ℝ} (hv : ∀ x y, v x y = v y x) (a b : ι → ℝ) :
    coulomb v b a = coulomb v a b := by
  unfold coulomb
  rw [Finset.sum_comm]
  refine Finset.sum_congr rfl fun x _ => Finset.sum_congr rfl fun y _ => ?_
  rw [hv y x]
  ring

/-- The Hamiltonian matrix element between the pair functions with exchange signs `s` and `t`,
for orthonormal orbitals and a symmetric interaction. -/
theorem matrixElement_pairState (h : Matrix ι ι ℝ) {v : Matrix ι ι ℝ}
    (hv : ∀ x y, v x y = v y x) {a b : ι → ℝ} (ha : a ⬝ᵥ a = 1) (hb : b ⬝ᵥ b = 1)
    (hab : a ⬝ᵥ b = 0) (s t : ℝ) :
    overlap (pairState s a b) (hamiltonian h v (pairState t a b)) =
      ((1 + s * t) * (a ⬝ᵥ h *ᵥ a + b ⬝ᵥ h *ᵥ b + coulomb v a b)
        + (s + t) * exchange v a b) / 2 := by
  -- factor the one-body double sums; every cross term carries the overlap of a and b
  have key : overlap (pairState s a b) (hamiltonian h v (pairState t a b)) =
      ((a ⬝ᵥ h *ᵥ a) * (b ⬝ᵥ b) + (a ⬝ᵥ a) * (b ⬝ᵥ h *ᵥ b) + coulomb v a b
        + (s + t) * ((a ⬝ᵥ h *ᵥ b) * (a ⬝ᵥ b) + (a ⬝ᵥ b) * (b ⬝ᵥ h *ᵥ a) + exchange v a b)
        + s * t * ((b ⬝ᵥ h *ᵥ b) * (a ⬝ᵥ a) + (b ⬝ᵥ b) * (a ⬝ᵥ h *ᵥ a)
          + coulomb v b a)) / 2 := by
    have hpt : ∀ x y, pairState s a b x y * hamiltonian h v (pairState t a b) x y =
        (a x * b y + s * (b x * a y)) *
          ((h *ᵥ a) x * b y + a x * (h *ᵥ b) y + v x y * (a x * b y)
          + t * ((h *ᵥ b) x * a y + b x * (h *ᵥ a) y + v x y * (b x * a y))) / 2 := by
      intro x y
      rw [hamiltonian_pairState, pairState, div_mul_div_comm,
        Real.mul_self_sqrt (by norm_num)]
    simp only [overlap, hpt]
    generalize h *ᵥ a = A
    generalize h *ᵥ b = B
    -- the mixed terms agree only after summation, so they are matched as products of sums
    have e1 : (s + t) * ((a ⬝ᵥ B) * (a ⬝ᵥ b) + (a ⬝ᵥ b) * (b ⬝ᵥ A) + exchange v a b) =
        t * ((a ⬝ᵥ B) * (a ⬝ᵥ b) + (a ⬝ᵥ b) * (b ⬝ᵥ A) + exchange v a b)
        + s * ((b ⬝ᵥ A) * (a ⬝ᵥ b) + (a ⬝ᵥ b) * (a ⬝ᵥ B) + exchange v a b) := by ring
    rw [e1]
    simp only [dotProduct, coulomb, exchange, Finset.sum_mul_sum]
    simp only [Finset.mul_sum, ← Finset.sum_add_distrib, Finset.sum_div]
    refine Finset.sum_congr rfl fun x _ => Finset.sum_congr rfl fun y _ => ?_
    ring
  rw [key, ha, hb, hab, coulomb_comm hv]
  ring

/-- For orthonormal orbitals and a symmetric interaction, the singlet and triplet functions are
normalised, and their energies are `h_aa + h_bb + J + K` and `h_aa + h_bb + J - K`. -/
theorem hund_splitting (h : Matrix ι ι ℝ) {v : Matrix ι ι ℝ}
    (hv : ∀ x y, v x y = v y x) {a b : ι → ℝ} (ha : a ⬝ᵥ a = 1) (hb : b ⬝ᵥ b = 1)
    (hab : a ⬝ᵥ b = 0) :
    overlap (singlet a b) (singlet a b) = 1 ∧ overlap (triplet a b) (triplet a b) = 1 ∧
    energy h v (singlet a b) =
      a ⬝ᵥ h *ᵥ a + b ⬝ᵥ h *ᵥ b + coulomb v a b + exchange v a b ∧
    energy h v (triplet a b) =
      a ⬝ᵥ h *ᵥ a + b ⬝ᵥ h *ᵥ b + coulomb v a b - exchange v a b := by
  unfold energy singlet triplet
  rw [overlap_pairState ha hb hab, overlap_pairState ha hb hab,
    matrixElement_pairState h hv ha hb hab, matrixElement_pairState h hv ha hb hab]
  refine ⟨by norm_num, by norm_num, by ring, by ring⟩

/-- For orthonormal orbitals and a symmetric interaction, the Hamiltonian matrix element between the
singlet and triplet spatial functions is zero. -/
theorem singlet_triplet_uncoupled (h : Matrix ι ι ℝ) {v : Matrix ι ι ℝ}
    (hv : ∀ x y, v x y = v y x) {a b : ι → ℝ} (ha : a ⬝ᵥ a = 1) (hb : b ⬝ᵥ b = 1)
    (hab : a ⬝ᵥ b = 0) :
    overlap (singlet a b) (hamiltonian h v (triplet a b)) = 0 := by
  unfold singlet triplet
  rw [matrixElement_pairState h hv ha hb hab]
  ring

/-- The exchange integral is the quadratic form of the interaction at the overlap density. -/
theorem exchange_eq_quadratic (v : Matrix ι ι ℝ) (a b : ι → ℝ) :
    exchange v a b = (fun x => a x * b x) ⬝ᵥ v *ᵥ (fun x => a x * b x) := by
  simp only [exchange, dotProduct, Matrix.mulVec, Finset.mul_sum]
  refine Finset.sum_congr rfl fun x _ => Finset.sum_congr rfl fun y _ => ?_
  ring

/-- For orthonormal orbitals and a symmetric positive semidefinite interaction, the triplet lies no
higher than the singlet. -/
theorem triplet_le_singlet (h : Matrix ι ι ℝ) {v : Matrix ι ι ℝ}
    (hv : ∀ x y, v x y = v y x) (hpos : ∀ f : ι → ℝ, 0 ≤ f ⬝ᵥ v *ᵥ f)
    {a b : ι → ℝ} (ha : a ⬝ᵥ a = 1) (hb : b ⬝ᵥ b = 1) (hab : a ⬝ᵥ b = 0) :
    energy h v (triplet a b) ≤ energy h v (singlet a b) := by
  obtain ⟨-, -, hs, ht⟩ := hund_splitting h hv ha hb hab
  have hK := hpos (fun x => a x * b x)
  rw [← exchange_eq_quadratic] at hK
  linarith

/-- For orthonormal orbitals and a symmetric positive definite interaction, the triplet lies
strictly below the singlet if both orbitals are nonzero at a common grid point. -/
theorem triplet_lt_singlet (h : Matrix ι ι ℝ) {v : Matrix ι ι ℝ}
    (hv : ∀ x y, v x y = v y x) (hpos : ∀ f : ι → ℝ, f ≠ 0 → 0 < f ⬝ᵥ v *ᵥ f)
    {a b : ι → ℝ} (ha : a ⬝ᵥ a = 1) (hb : b ⬝ᵥ b = 1) (hab : a ⬝ᵥ b = 0)
    (hover : ∃ x, a x * b x ≠ 0) :
    energy h v (triplet a b) < energy h v (singlet a b) := by
  obtain ⟨-, -, hs, ht⟩ := hund_splitting h hv ha hb hab
  obtain ⟨x, hx⟩ := hover
  have hK := hpos (fun x => a x * b x) (fun h0 => hx (congrFun h0 x))
  rw [← exchange_eq_quadratic] at hK
  linarith

/-- On two grid points, with an interaction of strength one between different points and zero
on the same point, these two orbitals have their singlet strictly below their triplet. -/
theorem singlet_lt_triplet_example (h : Matrix (Fin 2) (Fin 2) ℝ) :
    energy h !![0, 1; 1, 0] (singlet ![3 / 5, 4 / 5] ![4 / 5, -3 / 5]) <
      energy h !![0, 1; 1, 0] (triplet ![3 / 5, 4 / 5] ![4 / 5, -3 / 5]) := by
  have hv : ∀ x y : Fin 2, (!![0, 1; 1, 0] : Matrix (Fin 2) (Fin 2) ℝ) x y =
      (!![0, 1; 1, 0] : Matrix (Fin 2) (Fin 2) ℝ) y x := by
    intro x y
    fin_cases x <;> fin_cases y <;> simp
  obtain ⟨-, -, hs, ht⟩ := hund_splitting h hv
    (a := ![3 / 5, 4 / 5]) (b := ![4 / 5, -3 / 5])
    (by norm_num [dotProduct, Fin.sum_univ_two])
    (by norm_num [dotProduct, Fin.sum_univ_two])
    (by norm_num [dotProduct, Fin.sum_univ_two])
  -- the exchange integral is negative here
  have hK : exchange (!![0, 1; 1, 0] : Matrix (Fin 2) (Fin 2) ℝ)
      ![3 / 5, 4 / 5] ![4 / 5, -3 / 5] < 0 := by
    norm_num [exchange, Fin.sum_univ_two]
  linarith

end

end HundSplitting
```

```lean
#print axioms HundSplitting.singlet_triplet_uncoupled
#print axioms HundSplitting.triplet_le_singlet
#print axioms HundSplitting.triplet_lt_singlet
#print axioms HundSplitting.singlet_lt_triplet_example
```

```
'HundSplitting.singlet_triplet_uncoupled' depends on axioms: [propext, Classical.choice, Quot.sound]
'HundSplitting.triplet_le_singlet' depends on axioms: [propext, Classical.choice, Quot.sound]
'HundSplitting.triplet_lt_singlet' depends on axioms: [propext, Classical.choice, Quot.sound]
'HundSplitting.singlet_lt_triplet_example' depends on axioms: [propext, Classical.choice, Quot.sound]
```

## How the proof follows the derivation

`hamiltonian_pairState` is the formula for \(H\Psi_t\); `h1` and `h2` treat the two coordinates separately. In `overlap_pairState`, the equation `key` is the factorised overlap. `Finset.sum_mul_sum` turns products of sums into double sums, after which `ring` compares the summands at each \((x,y)\).

`matrixElement_pairState` uses the same method. Its mixed terms agree only after summation, because their summands differ by exchanging \(x\) and \(y\). The step `e1` therefore reorders the products while they are still products of complete sums. Orthonormality and `coulomb_comm`, the renaming argument for \(J\), then reduce `key` to the general matrix element.

`hund_splitting` and `singlet_triplet_uncoupled` insert the signs. `exchange_eq_quadratic` writes \(K\) as a quadratic form, so both ordering theorems apply `hpos` to \(\rho\) and finish with `linarith`. In `singlet_lt_triplet_example`, `norm_num` checks orthonormality and \(K<0\), and the terms containing \(h\) cancel in the comparison.
